# One attractive channel coupled to every state of a nondegenerate Stark manifold puts one level below it and one in each gap

When the energies of a core-perturbed Stark manifold are found by bisection, intervals known to hold exactly one root each let the searches find every level once. For a single manifold with one attractive penetrating channel of fixed strength, the unperturbed energies supply these intervals: one below the lowest energy and one between each pair of neighbours. This requires distinct unperturbed energies and a nonzero channel amplitude in every Stark state.

## The manifold and its channel

Let \(e_k\) be the energies of the Stark states without core penetration, and let \(u_k\) be the real amplitude of the penetrating channel, for instance the s state when \(m=0\), in Stark state \(k\). The constant \(g>0\) stands for the extra attraction an electron feels inside the ionic core. If \(\sum_k u_k^2=1\), \(g\) is the energy by which the core lowers the channel state. Not every low-\(\ell\) state reaches the whole manifold: among the hydrogenic \(m=0\) Stark states of one shell, if their number is odd, the p state has zero amplitude in the central one, whose energy then remains a level. The theorem below excludes that case.

The general lemmas use any finite index set `ι`; the final theorem numbers the states \(0,\dots,n\).

```lean
import Mathlib

open Matrix Finset

namespace StarkPenetratingChannel

noncomputable section

variable {ι : Type*} [Fintype ι] [DecidableEq ι] {e u : ι → ℝ} {g E : ℝ}
```

The Hamiltonian is

\[
H=\mathrm{diag}(e)-g\,uu^{T},\qquad H_{jk}=e_k\delta_{jk}-g\,u_ju_k .
\]

It is a finite real matrix. Coupling to other manifolds, field ionisation and any energy dependence of \(g\) are left out, and \(e_k\), \(u_k\) and \(g\) are inputs, not derived from an atomic potential.

```lean
/-- The Hamiltonian of a Stark manifold with energies `e k`, with a core term of strength `g`,
attractive for `g > 0`, acting in the single channel with amplitudes `u k`. -/
def starkH (e u : ι → ℝ) (g : ℝ) : Matrix ι ι ℝ :=
  Matrix.diagonal e - g • Matrix.vecMulVec u u
```

A level is a real \(E\) for which \(Hv=Ev\) has a nonzero real solution \(v\). The vector need not be normalised. Since \(H\) is real and symmetric, restricting to real numbers loses no eigenvalue.

```lean
/-- `E` is an energy level of `H`: some nonzero state `v` satisfies `H v = E v`. -/
def IsLevel (H : Matrix ι ι ℝ) (E : ℝ) : Prop :=
  ∃ v : ι → ℝ, v ≠ 0 ∧ H *ᵥ v = E • v
```

The energy dependence enters through the channel sum

\[
F(E)=\sum_k\frac{u_k^2}{e_k-E}.
\]

Lean assigns the value zero to division by zero, so the secular equation is used only where \(E\) differs from every \(e_k\).

```lean
omit [DecidableEq ι] in
/-- The channel sum `∑ u_k² / (e_k - E)`. -/
def channelSum (e u : ι → ℝ) (E : ℝ) : ℝ := ∑ k, u k ^ 2 / (e k - E)
```

## From the Schrödinger equation to a scalar equation

Write \(c=u\cdot v=\sum_j u_jv_j\). Row \(k\) of \(Hv=Ev\) reads \(e_kv_k-g\,u_kc=Ev_k\), or

\[
(e_k-E)\,v_k=g\,u_k\,c .
\]

The proof computes the row `hH` and then rearranges it with `linear_combination`.

```lean
/-- The stationary Schrödinger equation in components: each Stark state is driven only
through the overlap of the state with the penetrating channel. -/
theorem schrodinger_iff (v : ι → ℝ) :
    starkH e u g *ᵥ v = E • v ↔ ∀ k, (e k - E) * v k = g * u k * (u ⬝ᵥ v) := by
  have hH : ∀ k, (starkH e u g *ᵥ v) k = e k * v k - g * u k * (u ⬝ᵥ v) := by
    intro k
    simp only [starkH, Matrix.sub_mulVec, Pi.sub_apply, Matrix.mulVec_diagonal]
    congr 1
    simp only [Matrix.mulVec, dotProduct, Matrix.smul_apply, Matrix.vecMulVec_apply,
      smul_eq_mul, Finset.mul_sum]
    exact Finset.sum_congr rfl fun j _ => by ring
  rw [funext_iff]
  refine forall_congr' fun k => ?_
  rw [hH, Pi.smul_apply, smul_eq_mul]
  constructor <;> intro h <;> linear_combination h
```

If \(E\ne e_k\) for all \(k\), division gives

\[
v_k=g\,c\,\frac{u_k}{e_k-E}.
\]

The eigenvector is therefore fixed up to a factor.

```lean
/-- Away from the unperturbed energies, the amplitudes of an eigenstate are
proportional to `u_k / (e_k - E)`. -/
theorem amplitude (hE : ∀ k, e k ≠ E) {v : ι → ℝ} (h : starkH e u g *ᵥ v = E • v) (k : ι) :
    v k = g * (u ⬝ᵥ v) * (u k / (e k - E)) := by
  have hk := (schrodinger_iff v).mp h k
  rw [← mul_div_assoc, eq_div_iff (sub_ne_zero.mpr (hE k))]
  linear_combination hk
```

Now suppose that \(E=e_k\) for some \(k\). Row \(k\) becomes \(0=g\,u_kc\), so \(c=0\). Every other row then reads \((e_j-e_k)v_j=0\), and distinct energies give \(v_j=0\). What remains of the overlap is \(c=u_kv_k=0\), so \(v_k=0\) as well, and \(v\) is not a state. In the code, `hs`, `hj` and `hvk` are these three conclusions.

```lean
/-- If `g ≠ 0`, the unperturbed energies are distinct and every `u k` is nonzero, no unperturbed
energy remains a level. -/
theorem unperturbed_not_level (hg : g ≠ 0) (he : Function.Injective e) (hu : ∀ k, u k ≠ 0)
    (k : ι) : ¬ IsLevel (starkH e u g) (e k) := by
  rintro ⟨v, hv, h⟩
  have hc := (schrodinger_iff v).mp h
  -- the component `k` forces the overlap with the channel to vanish
  have hs : u ⬝ᵥ v = 0 := by
    have h0 := hc k
    rw [sub_self, zero_mul] at h0
    exact (mul_eq_zero.mp h0.symm).resolve_left (mul_ne_zero hg (hu k))
  have hj : ∀ j, j ≠ k → v j = 0 := by
    intro j hjk
    have h0 := hc j
    rw [hs, mul_zero] at h0
    exact (mul_eq_zero.mp h0).resolve_left (sub_ne_zero.mpr (he.ne hjk))
  have hk : u ⬝ᵥ v = u k * v k := by
    rw [dotProduct]
    exact Finset.sum_eq_single k (fun j _ h => by rw [hj j h, mul_zero])
      (fun h => absurd (Finset.mem_univ k) h)
  have hvk : v k = 0 := (mul_eq_zero.mp (hk.symm.trans hs)).resolve_left (hu k)
  refine hv (funext fun j => ?_)
  by_cases hjk : j = k
  · rw [hjk]; exact hvk
  · exact hj j hjk
```

Away from the unperturbed energies, multiply the amplitude formula by \(u_k\) and sum:

\[
c=g\,c\,F(E).
\]

Here \(c\neq0\), since otherwise every \(v_k\) would vanish. Hence \(gF(E)=1\).

Conversely, if \(gF(E)=1\), take \(v_k=u_k/(e_k-E)\). Its overlap with the channel is \(c=F(E)=1/g\), so it is nonzero, and \((e_k-E)v_k=u_k=g\,u_kc\), as required. The normalised amplitudes are \(v_k/\sqrt N\) with \(N=\sum_j u_j^2/(e_j-E)^2\).

```lean
/-- Secular equation: an energy `E` different from all `e_k` is a level exactly when
`g ∑ u_k² / (e_k - E) = 1`. -/
theorem level_iff_secular (hE : ∀ k, e k ≠ E) :
    IsLevel (starkH e u g) E ↔ g * channelSum e u E = 1 := by
  constructor
  · rintro ⟨v, hv, h⟩
    have hamp := amplitude hE h
    have hc : u ⬝ᵥ v ≠ 0 := fun h0 => hv (funext fun k => by rw [hamp k, h0]; simp)
    -- project the amplitudes back on the channel
    have hs : u ⬝ᵥ v = g * (u ⬝ᵥ v) * channelSum e u E := by
      rw [channelSum, Finset.mul_sum]
      change ∑ k, u k * v k = _
      exact Finset.sum_congr rfl fun k _ => by linear_combination u k * hamp k
    exact mul_left_cancel₀ hc (by linear_combination -hs)
  · intro h
    have hd : u ⬝ᵥ (fun k => u k / (e k - E)) = channelSum e u E := by
      rw [dotProduct, channelSum]
      exact Finset.sum_congr rfl fun k _ => by ring
    refine ⟨fun k => u k / (e k - E), ?_, (schrodinger_iff _).mpr fun k => ?_⟩
    · intro h0
      rw [h0, dotProduct_zero] at hd
      rw [← hd, mul_zero] at h
      exact zero_ne_one h
    · rw [hd]
      have hx : e k - E ≠ 0 := sub_ne_zero.mpr (hE k)
      have h1 : u k / (e k - E) * (e k - E) = u k := by field_simp
      linear_combination h1 - u k * h
```

## At most one level per interval

Take \(E<E'\) with no \(e_k\) between them or equal to either. Then \(e_k-E\) and \(e_k-E'\) have the same sign, which is the hypothesis `hs`, and each term of the channel sum grows:

\[
\frac{u_k^2}{e_k-E'}-\frac{u_k^2}{e_k-E}
=\frac{u_k^2\,(E'-E)}{(e_k-E)(e_k-E')}>0 .
\]

```lean
omit [DecidableEq ι] in
/-- For a nonempty manifold with every `u k` nonzero, the channel sum increases strictly with energy
as long as no `e_k` is met or crossed. -/
theorem channelSum_lt [Nonempty ι] (hu : ∀ k, u k ≠ 0) {E' : ℝ} (h : E < E')
    (hs : ∀ k, 0 < (e k - E) * (e k - E')) : channelSum e u E < channelSum e u E' := by
  refine Finset.sum_lt_sum_of_nonempty Finset.univ_nonempty fun k _ => ?_
  have h1 : e k - E ≠ 0 := left_ne_zero_of_mul (hs k).ne'
  have h2 : e k - E' ≠ 0 := right_ne_zero_of_mul (hs k).ne'
  have hk2 : 0 < u k ^ 2 := by have := hu k; positivity
  have hp : 0 < u k ^ 2 * (E' - E) := mul_pos hk2 (sub_pos.mpr h)
  rw [← sub_pos, div_sub_div _ _ h2 h1]
  exact div_pos (by linarith) (by linarith [hs k])
```

Two levels in the same interval both satisfy \(F=1/g\). A strictly increasing function takes that value at most once, so the levels coincide.

```lean
/-- If `g ≠ 0` and every `u k` is nonzero, two levels with no unperturbed energy between them or
equal to them coincide. -/
theorem level_unique [Nonempty ι] (hg : g ≠ 0) (hu : ∀ k, u k ≠ 0) {E' : ℝ}
    (hs : ∀ k, 0 < (e k - E) * (e k - E')) (h : IsLevel (starkH e u g) E)
    (h' : IsLevel (starkH e u g) E') : E = E' := by
  rw [level_iff_secular fun k => sub_ne_zero.mp (left_ne_zero_of_mul (hs k).ne')] at h
  rw [level_iff_secular fun k => sub_ne_zero.mp (right_ne_zero_of_mul (hs k).ne')] at h'
  have heq := mul_left_cancel₀ hg (h.trans h'.symm)
  rcases lt_trichotomy E E' with hl | hl | hl
  · exact absurd heq (channelSum_lt hu hl hs).ne
  · exact hl
  · exact absurd heq (channelSum_lt hu hl fun k => by rw [mul_comm]; exact hs k).ne'
```

## A level in every gap

Let \(e_a<e_b\) be neighbours, and split off their singular terms:

\[
F(x)=\frac{u_a^2}{e_a-x}+\frac{u_b^2}{e_b-x}+R(x),
\]

where \(R\) is continuous on the closed gap. Multiplying \(1-gF(x)\) by \((e_a-x)(e_b-x)\) gives

\[
G(x)=(e_a-x)(e_b-x)\bigl(1-gR(x)\bigr)-g\,u_a^2(e_b-x)-g\,u_b^2(e_a-x),
\]

which is continuous up to both ends, with

\[
G(e_a)=-g\,u_a^2(e_b-e_a)<0,\qquad G(e_b)=g\,u_b^2(e_b-e_a)>0 .
\]

The intermediate value theorem, `intermediate_value_Ioo`, gives a zero inside the gap. The two factors are nonzero there, so cancelling them returns \(gF(E)=1\).

```lean
/-- If `g > 0`, the unperturbed energies are distinct and every `u k` is nonzero, there is a level
between any two neighbouring unperturbed energies. -/
theorem exists_level_gap (hg : 0 < g) (he : Function.Injective e) (hu : ∀ k, u k ≠ 0)
    {a b : ι} (hab : e a < e b) (hsep : ∀ j, e j ≤ e a ∨ e b ≤ e j) :
    ∃ E ∈ Set.Ioo (e a) (e b), IsLevel (starkH e u g) E := by
  have hb : b ∈ univ.erase a :=
    Finset.mem_erase.mpr ⟨fun h => by rw [h] at hab; exact lt_irrefl _ hab, mem_univ b⟩
  -- split off the two singular terms; the rest is continuous on the closed gap
  obtain ⟨R, hR, hF⟩ : ∃ R : ℝ → ℝ, ContinuousOn R (Set.Icc (e a) (e b)) ∧
      ∀ x, channelSum e u x = u a ^ 2 / (e a - x) + (u b ^ 2 / (e b - x) + R x) := by
    refine ⟨fun x => ∑ j ∈ (univ.erase a).erase b, u j ^ 2 / (e j - x), ?_, fun x => ?_⟩
    · refine continuousOn_finsetSum _ fun j hj => ContinuousOn.div continuousOn_const
        (continuousOn_const.sub continuousOn_id) fun x hx => ?_
      have hjb := (Finset.mem_erase.mp hj).1
      have hja := (Finset.mem_erase.mp (Finset.mem_erase.mp hj).2).1
      change e j - x ≠ 0
      rcases hsep j with h | h
      · have := lt_of_le_of_ne h (he.ne hja)
        exact ne_of_lt (by linarith [hx.1])
      · have := lt_of_le_of_ne h (he.ne hjb).symm
        exact ne_of_gt (by linarith [hx.2])
    · rw [channelSum, ← Finset.add_sum_erase _ _ (mem_univ a), ← Finset.add_sum_erase _ _ hb]
  obtain ⟨G, hG⟩ : ∃ G : ℝ → ℝ, ∀ x, G x = (e a - x) * (e b - x) * (1 - g * R x)
      - g * u a ^ 2 * (e b - x) - g * u b ^ 2 * (e a - x) := ⟨_, fun _ => rfl⟩
  have hGc : ContinuousOn G (Set.Icc (e a) (e b)) := by
    rw [show G = _ from funext hG]
    fun_prop
  have ha2 : 0 < u a ^ 2 := by have := hu a; positivity
  have hb2 : 0 < u b ^ 2 := by have := hu b; positivity
  have h0 : (0 : ℝ) ∈ Set.Ioo (G (e a)) (G (e b)) := by
    constructor
    · rw [hG]; linarith [mul_pos (mul_pos hg ha2) (sub_pos.mpr hab)]
    · rw [hG]; linarith [mul_pos (mul_pos hg hb2) (sub_pos.mpr hab)]
  obtain ⟨E, hE, hz⟩ := intermediate_value_Ioo hab.le hGc h0
  rw [hG] at hz
  refine ⟨E, hE, (level_iff_secular fun j => ?_).mpr ?_⟩
  · rcases hsep j with h | h
    · exact (lt_of_le_of_lt h hE.1).ne
    · exact (lt_of_lt_of_le hE.2 h).ne'
  · have h1 : e a - E ≠ 0 := (sub_neg.mpr hE.1).ne
    have h2 : e b - E ≠ 0 := (sub_pos.mpr hE.2).ne'
    have k1 : u a ^ 2 / (e a - E) * (e a - E) = u a ^ 2 := by field_simp
    have k2 : u b ^ 2 / (e b - E) * (e b - E) = u b ^ 2 := by field_simp
    rw [hF]
    refine mul_left_cancel₀ (mul_ne_zero h1 h2) ?_
    linear_combination -hz + g * (e b - E) * k1 + g * (e a - E) * k2
```

## A level below the manifold

Let \(e_a\) be the lowest energy. Only one term is singular at the upper end, so now let \(R\) be the sum of all the other terms and set

\[
G(x)=(e_a-x)\bigl(1-gR(x)\bigr)-g\,u_a^2,\qquad G(e_a)=-g\,u_a^2<0 .
\]

For the other sign, put \(S=\sum_j u_j^2\) and choose \(L\) with \(e_a-L=gS+1\), where the 1 is one unit of energy. Since \(e_j-L\ge e_a-L>0\), we have \(F(L)(e_a-L)\le S\), and so

\[
G(L)=(e_a-L)-g\,F(L)(e_a-L)\ge gS+1-gS=1 .
\]

The zero lies between \(L\) and \(e_a\), so \(L\) can serve as the lower end of a numerical bracket.

```lean
/-- If `g > 0`, the unperturbed energies are distinct and every `u k` is nonzero, there is a level
below the lowest unperturbed energy. -/
theorem exists_level_below (hg : 0 < g) (he : Function.Injective e) (hu : ∀ k, u k ≠ 0)
    {a : ι} (hmin : ∀ j, e a ≤ e j) : ∃ E < e a, IsLevel (starkH e u g) E := by
  obtain ⟨S, hS⟩ : ∃ S, S = ∑ j, u j ^ 2 := ⟨_, rfl⟩
  have hS0 : 0 ≤ g * S := by rw [hS]; positivity
  obtain ⟨L, hL⟩ : ∃ L, e a - L = g * S + 1 := ⟨e a - (g * S + 1), by ring⟩
  obtain ⟨R, hR, hF⟩ : ∃ R : ℝ → ℝ, ContinuousOn R (Set.Icc L (e a)) ∧
      ∀ x, channelSum e u x = u a ^ 2 / (e a - x) + R x := by
    refine ⟨fun x => ∑ j ∈ univ.erase a, u j ^ 2 / (e j - x), ?_, fun x => ?_⟩
    · refine continuousOn_finsetSum _ fun j hj => ContinuousOn.div continuousOn_const
        (continuousOn_const.sub continuousOn_id) fun x hx => ?_
      have := lt_of_le_of_ne (hmin j) (he.ne (Finset.mem_erase.mp hj).1).symm
      change e j - x ≠ 0
      exact ne_of_gt (by linarith [hx.2])
    · rw [channelSum, ← Finset.add_sum_erase _ _ (mem_univ a)]
  obtain ⟨G, hG⟩ : ∃ G : ℝ → ℝ, ∀ x, G x = (e a - x) * (1 - g * R x) - g * u a ^ 2 :=
    ⟨_, fun _ => rfl⟩
  have hGc : ContinuousOn G (Set.Icc L (e a)) := by
    rw [show G = _ from funext hG]
    fun_prop
  -- at the low energy `L` the channel sum is too small to reach `1 / g`
  have hp : channelSum e u L * (e a - L) ≤ S := by
    rw [channelSum, Finset.sum_mul, hS]
    refine Finset.sum_le_sum fun j _ => ?_
    rw [div_mul_eq_mul_div, div_le_iff₀ (by linarith [hmin j])]
    exact mul_le_mul_of_nonneg_left (by linarith [hmin j]) (sq_nonneg _)
  have h0 : (0 : ℝ) ∈ Set.Ioo (G (e a)) (G L) := by
    constructor
    · have ha2 : 0 < u a ^ 2 := by have := hu a; positivity
      rw [hG]; linarith [mul_pos hg ha2]
    · have hx : e a - L ≠ 0 := ne_of_gt (by linarith)
      have k1 : u a ^ 2 / (e a - L) * (e a - L) = u a ^ 2 := by field_simp
      have hGL : G L = (e a - L) - g * (channelSum e u L * (e a - L)) := by
        rw [hG, hF]; linear_combination g * k1
      rw [hGL]
      linarith [mul_le_mul_of_nonneg_left hp hg.le]
  obtain ⟨E, hE, hz⟩ := intermediate_value_Ioo' (by linarith : L ≤ e a) hGc h0
  rw [hG] at hz
  refine ⟨E, hE.2, (level_iff_secular fun j => (lt_of_lt_of_le hE.2 (hmin j)).ne').mpr ?_⟩
  have h1 : e a - E ≠ 0 := (sub_pos.mpr hE.2).ne'
  have k1 : u a ^ 2 / (e a - E) * (e a - E) = u a ^ 2 := by field_simp
  rw [hF]
  refine mul_left_cancel₀ h1 ?_
  linear_combination -hz + g * k1
```

## The complete level pattern

For \(e_0<\dots<e_n\), \(g>0\) and all \(u_k\ne0\), the theorem states in order:

- no \(e_k\) is a level;
- any other \(E\) is a level exactly when \(g\sum_k u_k^2/(e_k-E)=1\);
- exactly one level lies below \(e_0\);
- exactly one lies in each open gap \((e_k,e_{k+1})\), written with `k.castSucc` and `k.succ`;
- every level lies below \(e_n\), the energy at `Fin.last n`.

Together these locate all \(n+1\) levels. For \(n=0\) there are no gaps, and the only level is \(e_0-g\,u_0^2\).

The symbol `∃!` combines the existence lemmas with `level_unique`. For the last item, suppose a level had \(E\ge e_n\). It cannot equal any \(e_k\), so it obeys the secular equation; but every term of \(F(E)\) is then at most zero, which contradicts \(gF(E)=1\).

```lean
/-- Levels of a Stark manifold with strictly increasing energies `e k` and one attractive channel
(`g > 0`) whose amplitudes `u k` are all nonzero: no `e_k` is a level, the others obey the secular
equation, exactly one level lies below the manifold and one in each gap, and every level lies below
the highest `e_k`. -/
theorem stark_levels {n : ℕ} {e u : Fin (n + 1) → ℝ} {g : ℝ} (hg : 0 < g)
    (he : StrictMono e) (hu : ∀ k, u k ≠ 0) :
    (∀ k, ¬ IsLevel (starkH e u g) (e k)) ∧
    (∀ E, (∀ k, e k ≠ E) →
      (IsLevel (starkH e u g) E ↔ g * ∑ k, u k ^ 2 / (e k - E) = 1)) ∧
    (∃! E, E < e 0 ∧ IsLevel (starkH e u g) E) ∧
    (∀ k : Fin n, ∃! E, E ∈ Set.Ioo (e k.castSucc) (e k.succ) ∧ IsLevel (starkH e u g) E) ∧
    (∀ E, IsLevel (starkH e u g) E → E < e (Fin.last n)) := by
  have hnot := unperturbed_not_level hg.ne' he.injective hu
  refine ⟨hnot, fun E hE => level_iff_secular hE, ?_, fun k => ?_, fun E hE => ?_⟩
  · have hmin : ∀ j, e 0 ≤ e j := fun j => he.monotone (Fin.zero_le j)
    obtain ⟨E, hlt, hlev⟩ := exists_level_below hg he.injective hu hmin
    refine ⟨E, ⟨hlt, hlev⟩, fun E' h' => level_unique hg.ne' hu (fun j => ?_) h'.2 hlev⟩
    exact mul_pos (by linarith [hmin j, h'.1]) (by linarith [hmin j])
  · have hsep : ∀ j, e j ≤ e k.castSucc ∨ e k.succ ≤ e j := by
      intro j
      rcases le_or_gt j k.castSucc with h | h
      · exact Or.inl (he.monotone h)
      · exact Or.inr (he.monotone (Fin.le_def.mpr (Nat.succ_le_of_lt (Fin.lt_def.mp h))))
    have hab : e k.castSucc < e k.succ := he (by simp [Fin.lt_def])
    obtain ⟨E, hE, hlev⟩ := exists_level_gap hg he.injective hu hab hsep
    refine ⟨E, ⟨hE, hlev⟩, fun E' h' => level_unique hg.ne' hu (fun j => ?_) h'.2 hlev⟩
    rcases hsep j with h | h
    · exact mul_pos_of_neg_of_neg (by linarith [h'.1.1]) (by linarith [hE.1])
    · exact mul_pos (by linarith [h'.1.2]) (by linarith [hE.2])
  · -- above the manifold every term of the channel sum is negative
    by_contra hcon
    have hne : ∀ k, e k ≠ E := fun k h => hnot k (by rw [h]; exact hE)
    have hsec := (level_iff_secular hne).mp hE
    have hneg : channelSum e u E ≤ 0 := Finset.sum_nonpos fun k _ =>
      div_nonpos_of_nonneg_of_nonpos (sq_nonneg _)
        (by linarith [he.monotone (Fin.le_last k), not_lt.mp hcon])
    linarith [mul_nonneg hg.le (neg_nonneg.mpr hneg)]

end

end StarkPenetratingChannel
```

```lean
#print axioms StarkPenetratingChannel.stark_levels
-- 'StarkPenetratingChannel.stark_levels' depends on axioms: [propext, Classical.choice, Quot.sound]
```

## The repulsive channel

If \(g<0\), the matrix \(-H=\mathrm{diag}(-e)-|g|\,uu^{T}\) has the attractive form, with the order of the energies reversed. Reflecting the pattern back gives one level in each gap and one above \(e_n\), a corollary drawn here by hand and not stated in the code.
